# Newton's method from zero amplitude converges for every positive coupling and gap in two-configuration doubles coupled cluster

Without a convergence guarantee, I can't tell an overshooting Newton step from the start of a divergence. My model is doubles coupled cluster with two configurations, coupling $b>0$ and gap $D>0$, so the amplitude $t$ solves $f(t)=b+Dt-bt^2=0$. At $b=100D$, the first step from $t=0$ lands at $-100$, while the root I want is near $-0.995$. I believe that the iterates always come back and converge to the negative root, however strong the coupling. Can this be proved in full and checked by machine, including that the limit gives the ground-state energy?

## One overshoot, then a steady climb to the root

Yes. Write the wavefunction as the reference plus $t$ times the doubly excited configuration, with the reference energy set to zero. Projection on the reference gives $E=bt$. Projection on the excited configuration gives $b+Dt=Et$, which is $f(t)=0$. The roots have product $-1$, so exactly one is negative:

$$r=\frac{D-\sqrt{D^2+4b^2}}{2b}.$$

Newton's method sets $t_0=0$ and $t_{n+1}=t_n-f(t_n)/f'(t_n)$, with $f'(t)=D-2bt$. Since $f$ is quadratic, its expansion about $t_n$ is exact:

$$0=f(r)=f(t_n)+f'(t_n)(r-t_n)-b(r-t_n)^2.$$

Dividing by $f'(t_n)$ and rearranging gives

$$r-t_{n+1}=\frac{b(t_n-r)^2}{f'(t_n)}.$$

For $t\le 0$ the slope is at least $D>0$. A step from any $t\le0$ other than $r$ therefore lands strictly below $r$. This applies to $t_0=0$, and then by induction to every later iterate.

Now let $t<r$ and $d=r-t$. Then $f'(t)=f'(r)+2bd>2bd$, so the new error $bd^2/f'(t)$ is less than $d/2$. Hence $t_1<t_2<\dots$, and $0<r-t_{n+1}\le(r-t_1)/2^n$, which forces $t_n\to r$.

Moreover, $f'(t)>f'(r)=\sqrt{D^2+4b^2}>2b$, so the new error is also less than $d^2/2$, whatever the coupling.

For the energy, let $H=\begin{pmatrix}0&b\\b&D\end{pmatrix}$. Since $b+Dr=br^2$, we have $H(1,r)^T=br\,(1,r)^T$. For any real vector $v=(x,y)$, the root equation also gives

$$(-r)\left[v\cdot Hv-br\,v\cdot v\right]=b(rx-y)^2\ge0.$$

As $-r>0$, no expectation value lies below $br$, which is therefore the lowest eigenvalue.

## The Lean file

```lean
import Mathlib

open Filter Topology Matrix

namespace CoupledClusterNewton

noncomputable section

/-- The doubles amplitude residual of a two-configuration model with coupling `b`
and excitation gap `D`. -/
def residual (b D t : ℝ) : ℝ := b + D * t - b * t ^ 2

/-- The slope of the residual at amplitude `t`. -/
def slope (b D t : ℝ) : ℝ := D - 2 * b * t

/-- One Newton update of the amplitude, meant for amplitudes at which the slope is nonzero. -/
def newtonStep (b D t : ℝ) : ℝ := t - residual b D t / slope b D t

/-- The Newton iterates, started from zero amplitude. -/
def newton (b D : ℝ) : ℕ → ℝ
  | 0 => 0
  | n + 1 => newtonStep b D (newton b D n)

/-- The Hamiltonian matrix of the two configurations, with the reference energy set to zero. -/
def ciMatrix (b D : ℝ) : Matrix (Fin 2) (Fin 2) ℝ := !![0, b; b, D]

/-- The slope is the derivative of the residual with respect to the amplitude. -/
theorem residual_hasDerivAt (b D t : ℝ) :
    HasDerivAt (residual b D) (slope b D t) t := by
  have h : HasDerivAt (fun x : ℝ => b + D * x - b * x ^ 2)
      (D * 1 - b * ((2 : ℕ) * t ^ (2 - 1))) t :=
    (((hasDerivAt_id' t).const_mul D).const_add b).fun_sub
      ((hasDerivAt_pow 2 t).const_mul b)
  exact h.congr_deriv (by simp [slope]; ring)

/-- For positive coupling and any real gap, the amplitude equation has exactly one negative
root, given by the quadratic formula. -/
theorem negative_root_iff {b : ℝ} (D r : ℝ) (hb : 0 < b) :
    (r < 0 ∧ residual b D r = 0) ↔ r = (D - √(D ^ 2 + 4 * b ^ 2)) / (2 * b) := by
  have hs : √(D ^ 2 + 4 * b ^ 2) ^ 2 = D ^ 2 + 4 * b ^ 2 := Real.sq_sqrt (by positivity)
  have hs0 := Real.sqrt_nonneg (D ^ 2 + 4 * b ^ 2)
  have hlt : D < √(D ^ 2 + 4 * b ^ 2) :=
    lt_of_pow_lt_pow_left₀ 2 hs0 (by nlinarith [pow_pos hb 2])
  constructor
  · rintro ⟨hr, h⟩
    unfold residual at h
    -- the discriminant is the square of the slope at the root
    have hd : (D - 2 * b * r) ^ 2 = √(D ^ 2 + 4 * b ^ 2) ^ 2 := by
      rw [hs]
      linear_combination (-4 * b) * h
    rw [eq_div_iff (by positivity)]
    rcases sq_eq_sq_iff_eq_or_eq_neg.mp hd with h1 | h1
    · linarith
    · -- the other sign would make the root positive
      nlinarith [mul_pos hb (neg_pos.mpr hr)]
  · intro h
    have h2 : r * (2 * b) = D - √(D ^ 2 + 4 * b ^ 2) := (eq_div_iff (by positivity)).mp h
    constructor
    · by_contra hr
      nlinarith [mul_nonneg (not_lt.mp hr) hb.le]
    · have h3 : b * residual b D r = 0 := by
        unfold residual
        linear_combination (-(1 / 4)) * hs
          + (1 / 4) * (D - 2 * b * r + √(D ^ 2 + 4 * b ^ 2)) * h2
      exact (mul_eq_zero.mp h3).resolve_left hb.ne'

/-- For positive coupling and gap, the slope is positive at every nonpositive amplitude. -/
theorem slope_pos {b D t : ℝ} (hb : 0 < b) (hD : 0 < D) (ht : t ≤ 0) :
    0 < slope b D t := by
  unfold slope
  nlinarith [mul_nonneg hb.le (neg_nonneg.mpr ht)]

/-- Where the slope is nonzero, the error after a Newton step is the coupling times the
squared old error, divided by the slope. -/
theorem newton_error {b D r t : ℝ} (hroot : residual b D r = 0) (hs : slope b D t ≠ 0) :
    r - newtonStep b D t = b * (t - r) ^ 2 / slope b D t := by
  rw [eq_div_iff hs]
  have h := div_mul_cancel₀ (residual b D t) hs
  unfold newtonStep
  unfold residual slope at *
  linear_combination h + hroot

/-- For positive coupling and gap, a Newton step from a nonpositive amplitude other than the
root `r` lands strictly below `r`. -/
theorem newtonStep_lt {b D r t : ℝ} (hb : 0 < b) (hD : 0 < D)
    (hroot : residual b D r = 0) (ht : t ≤ 0) (hne : t ≠ r) : newtonStep b D t < r := by
  have hs := slope_pos hb hD ht
  have e := newton_error hroot hs.ne'
  have hd : t - r ≠ 0 := sub_ne_zero.mpr hne
  have hp : 0 < b * (t - r) ^ 2 / slope b D t := by positivity
  linarith

/-- For positive coupling and gap, a Newton step from below the negative root at least halves
the error, and the new error is less than half the square of the old one. -/
theorem error_bounds {b D r t : ℝ} (hb : 0 < b) (hD : 0 < D) (hr : r < 0)
    (hroot : residual b D r = 0) (ht : t < r) :
    r - newtonStep b D t ≤ (r - t) / 2 ∧ r - newtonStep b D t < (r - t) ^ 2 / 2 := by
  have hs := slope_pos hb hD (ht.trans hr).le
  have hsr := slope_pos hb hD hr.le
  have hd := sub_pos.mpr ht
  rw [newton_error hroot hs.ne']
  constructor
  · rw [div_le_iff₀ hs]
    have h := mul_pos hd hsr
    unfold slope at *
    nlinarith
  · -- below the root the slope exceeds twice the coupling
    have hsq : slope b D r ^ 2 = D ^ 2 + 4 * b ^ 2 := by
      unfold residual at hroot
      unfold slope
      linear_combination (-4 * b) * hroot
    have h1 : 2 * b < slope b D r :=
      lt_of_pow_lt_pow_left₀ 2 hsr.le (by rw [hsq]; nlinarith [pow_pos hD 2])
    have h2 : slope b D r < slope b D t := by
      unfold slope
      nlinarith [mul_pos hb hd]
    rw [div_lt_iff₀ hs]
    nlinarith [mul_pos (pow_pos hd 2) (sub_pos.mpr (h1.trans h2))]

/-- For positive coupling and gap, every Newton iterate after the starting one lies strictly
below the negative root. -/
theorem newton_lt_root {b D r : ℝ} (hb : 0 < b) (hD : 0 < D) (hr : r < 0)
    (hroot : residual b D r = 0) (n : ℕ) : newton b D (n + 1) < r := by
  induction n with
  | zero => exact newtonStep_lt hb hD hroot le_rfl hr.ne'
  | succ n ih => exact newtonStep_lt hb hD hroot (ih.trans hr).le ih.ne

/-- For every positive coupling and gap, the Newton iterates from zero have positive slope and
obey the quadratic error identity, increase strictly from the first iterate onward, and
converge to the negative root. -/
theorem newton_converges {b D r : ℝ} (hb : 0 < b) (hD : 0 < D) (hr : r < 0)
    (hroot : residual b D r = 0) :
    (∀ n, 0 < slope b D (newton b D n) ∧
      r - newton b D (n + 1) = b * (newton b D n - r) ^ 2 / slope b D (newton b D n)) ∧
    StrictMono (fun n => newton b D (n + 1)) ∧
    Tendsto (newton b D) atTop (𝓝 r) := by
  have hlt := newton_lt_root hb hD hr hroot
  have half : ∀ n, r - newton b D (n + 1 + 1) ≤ (r - newton b D (n + 1)) / 2 :=
    fun n => (error_bounds hb hD hr hroot (hlt n)).1
  refine ⟨fun n => ?_, strictMono_nat_of_lt_succ fun n => ?_, ?_⟩
  · have hn : newton b D n ≤ 0 := by
      cases n with
      | zero => exact le_rfl
      | succ n => exact ((hlt n).trans hr).le
    have hs := slope_pos hb hD hn
    exact ⟨hs, newton_error hroot hs.ne'⟩
  · have h1 := half n
    have h2 := hlt n
    show newton b D (n + 1) < newton b D (n + 1 + 1)
    linarith
  · -- repeated halving squeezes the iterates onto the root
    have bound : ∀ n : ℕ,
        r - newton b D (n + 1) ≤ (r - newton b D 1) * (1 / 2 : ℝ) ^ n := by
      intro n
      induction n with
      | zero => simp
      | succ n ih =>
        have h := half n
        rw [pow_succ]
        linarith
    have hp : Tendsto (fun n : ℕ => (1 / 2 : ℝ) ^ n) atTop (𝓝 0) :=
      tendsto_pow_atTop_nhds_zero_of_lt_one (by norm_num) (by norm_num)
    have h0 : Tendsto (fun n : ℕ => r - (r - newton b D 1) * (1 / 2 : ℝ) ^ n)
        atTop (𝓝 r) := by
      have h := (hp.const_mul (r - newton b D 1)).const_sub r
      simpa only [mul_zero, sub_zero] using h
    have h1 : Tendsto (fun n => newton b D (n + 1)) atTop (𝓝 r) :=
      tendsto_of_tendsto_of_tendsto_of_le_of_le h0 tendsto_const_nhds
        (fun n => by
          have h := bound n
          show r - (r - newton b D 1) * (1 / 2 : ℝ) ^ n ≤ newton b D (n + 1)
          linarith)
        (fun n => (hlt n).le)
    exact (tendsto_add_atTop_iff_nat 1).mp h1

/-- For positive coupling and gap, the energies `b * tₙ` converge to `b * r`, with `r` the
negative root; this is an eigenvalue of the Hamiltonian matrix and a lower bound on its
energy expectation values. -/
theorem newton_energy {b D r : ℝ} (hb : 0 < b) (hD : 0 < D) (hr : r < 0)
    (hroot : residual b D r = 0) :
    Tendsto (fun n => b * newton b D n) atTop (𝓝 (b * r)) ∧
    ciMatrix b D *ᵥ ![1, r] = (b * r) • ![1, r] ∧
    ∀ v : Fin 2 → ℝ, b * r * (v ⬝ᵥ v) ≤ v ⬝ᵥ (ciMatrix b D *ᵥ v) := by
  refine ⟨(newton_converges hb hD hr hroot).2.2.const_mul b, ?_, fun v => ?_⟩
  · unfold residual at hroot
    ext i
    fin_cases i <;> simp [ciMatrix, Matrix.mulVec, dotProduct, Fin.sum_univ_two]
    linear_combination hroot
  · unfold residual at hroot
    have e1 : v ⬝ᵥ (ciMatrix b D *ᵥ v) = 2 * b * v 0 * v 1 + D * v 1 ^ 2 := by
      simp [ciMatrix, Matrix.mulVec, dotProduct, Fin.sum_univ_two]
      ring
    have e2 : v ⬝ᵥ v = v 0 ^ 2 + v 1 ^ 2 := by
      simp only [dotProduct, Fin.sum_univ_two]
      ring
    rw [e1, e2]
    -- the energy above `b * r` is a perfect square up to a positive factor
    have key : (-r) * (2 * b * v 0 * v 1 + D * v 1 ^ 2 - b * r * (v 0 ^ 2 + v 1 ^ 2))
        = b * (r * v 0 - v 1) ^ 2 := by
      linear_combination (-(v 1) ^ 2) * hroot
    by_contra h
    have h1 := mul_pos (neg_pos.mpr hr) (sub_pos.mpr (not_le.mp h))
    have h2 := mul_nonneg hb.le (sq_nonneg (r * v 0 - v 1))
    linarith

end

end CoupledClusterNewton
```

```lean
#print axioms CoupledClusterNewton.residual_hasDerivAt
#print axioms CoupledClusterNewton.negative_root_iff
#print axioms CoupledClusterNewton.newton_converges
#print axioms CoupledClusterNewton.newton_energy
```

```
'CoupledClusterNewton.residual_hasDerivAt' depends on axioms: [propext, Classical.choice, Quot.sound]
'CoupledClusterNewton.negative_root_iff' depends on axioms: [propext, Classical.choice, Quot.sound]
'CoupledClusterNewton.newton_converges' depends on axioms: [propext, Classical.choice, Quot.sound]
'CoupledClusterNewton.newton_energy' depends on axioms: [propext, Classical.choice, Quot.sound]
```

## What the theorems say about the model

`residual b D t` is $f(t)$, `slope b D t` is $f'(t)$, and `newton b D n` is $t_n$. All quantities are real numbers. The hypothesis `hD` says that the excited configuration lies above the reference; `hb` fixes the sign of the coupling, which for a nonzero real coupling can be arranged by changing the sign of one configuration.

`newton_converges` takes any `r` with `r < 0` and `residual b D r = 0`; `negative_root_iff` shows that there is exactly one and gives its formula. The conclusion has three parts:

- for every $n$, the slope at $t_n$ is positive and the error identity holds;
- `StrictMono (fun n => newton b D (n + 1))` says $t_1<t_2<\cdots$, leaving out the initial drop from $t_0$ to $t_1$;
- `Tendsto (newton b D) atTop (𝓝 r)` says $t_n\to r$.

`newton_energy` states that $bt_n\to br$, that `![1, r]` is an eigenvector of `ciMatrix b D` with eigenvalue $br$, and that $br\,(v\cdot v)\le v\cdot Hv$ for every real $v$. The eigenvector has reference coefficient 1; the normalised state is $(1,r)/\sqrt{1+r^2}$.

The model has a single amplitude and no rounding error. The coupled-cluster projection is the physical origin of `residual`, which the file takes as a definition.

## How the lemmas carry the argument

`residual_hasDerivAt` confirms that `slope` is the derivative. In `negative_root_iff`, the root equation turns $(D-2br)^2$ into $D^2+4b^2$, and the sign of $r$ selects the square root.

`newton_error` clears the denominator and obtains the error identity by `linear_combination` from the root equation. `slope_pos` and `newtonStep_lt` give the landing below $r$, and `newton_lt_root` repeats it by induction.

`error_bounds` proves both estimates. For the halving, `nlinarith` receives the positive product $d\,f'(r)$, which is what remains after multiplying out. `newton_converges` iterates the halving, squeezes $t_{n+1}$ between $r-(r-t_1)/2^n$ and $r$, and shifts the index back. In `newton_energy`, `key` is the perfect-square identity above.

## The update in code, and the degenerate case

In a program the step is `t -= (b + D*t - b*t*t) / (D - 2*b*t)`, with energy `b*t`. From $t_1$ onward the energies lie below the exact value and rise towards it, so an intermediate energy is not a variational upper bound. Dividing by the fixed gap $D$ instead of the current slope can fail: at $b=D$ that update cycles through $0,-1,0,-1,\dots$, while Newton gives $0,-1,-2/3,-13/21,\dots$, approaching $(1-\sqrt5)/2\approx-0.618$.

The condition $D>0$ can't be weakened to $D\ge0$. With $b=1$ and $D=0$, the negative root is $-1$, but the slope at $t_0=0$ vanishes and the first step is undefined. Lean's convention $x/0=0$ would leave the iterates at $0$ forever.

For electronic structure, this means that strong coupling alone does not defeat Newton's method in this one-amplitude model; it says nothing about the many-amplitude equations of a general molecule.
